# Every non-identity crystal rotation has an integer axis and a perpendicular plane with integer indices

## Lattice coordinates, plane indices and the metric

Let $\mathbf a_0,\mathbf a_1,\mathbf a_2$ be the edges of a primitive unit cell of a crystal, numbered from zero as in Lean. A direction $[u_0\,u_1\,u_2]$ stands for the vector $\sum_i u_i\mathbf a_i$, and the rotation part of a symmetry operation is an integer matrix $R$ acting on such columns. Plane indices $h$ are also written as a column. Since $h\cdot Rx=(R^Th)\cdot x$, the operation carries planes with indices $R^Th$ to planes with indices $h$. The indices are therefore unchanged exactly when $R^Th=h$, which in row notation reads $hR=h$. The metric tensor $G_{ij}=\mathbf a_i\cdot\mathbf a_j$ carries lengths and angles.

The result concerns $R\neq 1$ with $\det R=1$ and $R^TGR=G$. Nonzero integer columns $u$ and $h$ then exist with

$$Ru=u,\qquad R^Th=h,\qquad h=c\,Gu,\quad c\in\mathbb R,\ c\neq 0.$$

Since $(Gu)_j$ is the scalar product of the axis vector with $\mathbf a_j$, the column $Gu$ holds the components of that vector in the reciprocal basis $\mathbf a_i^*$ defined by $\mathbf a_i^*\cdot\mathbf a_j=\delta_{ij}$. The last equation therefore says that the reciprocal-lattice vector $h$ is parallel to the rotation axis.

```lean
import Mathlib

open Matrix

namespace CrystalRotationAxis
```

$R$, $u$ and $h$ have integer entries and $G$ has real ones, so the integer objects are read as real ones wherever they meet the metric.

```lean
/-- An integer matrix read as a real matrix. -/
def realMat (R : Matrix (Fin 3) (Fin 3) ℤ) : Matrix (Fin 3) (Fin 3) ℝ :=
  R.map (Int.cast : ℤ → ℝ)

/-- An integer vector read as a real vector. -/
def realVec (v : Fin 3 → ℤ) : Fin 3 → ℝ := fun i => (v i : ℝ)
```

Positivity means $x^TGx>0$ for every real $x\neq 0$. In the code `⬝ᵥ` is the plain sum of products of components and `*ᵥ` is a matrix acting on a column, so the physical scalar product of $x$ and $y$ is `x ⬝ᵥ G *ᵥ y`. Symmetry of $G$ is not required; a cell metric is symmetric and is included.

```lean
/-- Every nonzero vector has positive squared length in the metric `G`. -/
def IsPositive (G : Matrix (Fin 3) (Fin 3) ℝ) : Prop :=
  ∀ x : Fin 3 → ℝ, x ≠ 0 → 0 < x ⬝ᵥ G *ᵥ x
```

That the operation keeps all lengths and angles is the condition $M^TGM=G$, stated for a real matrix $M$.

```lean
/-- The linear map `M` preserves the metric `G`. -/
def Preserves (M G : Matrix (Fin 3) (Fin 3) ℝ) : Prop := Mᵀ * G * M = G
```

## The eigenvalue one

From $M^TGM=G$,

$$M^TG(M-1)=G-M^TG=-(M-1)^TG .$$

Take determinants. In three dimensions the minus sign contributes $(-1)^3$, and $\det M=1$, so

$$\det G\,\det(M-1)=-\det(M-1)\,\det G .$$

Hence $2\det(M-1)\det G=0$. Positivity excludes $\det G=0$, because a null vector $v$ of $G$ would have $v^TGv=0$. Therefore $\det(M-1)=0$. In the code `key` is the matrix identity, `hd` its determinant, and `linear_combination hd / 2` removes the factor of two.

```lean
/-- A map of determinant one that preserves a positive metric in three dimensions
has the eigenvalue one. -/
theorem det_sub_one_eq_zero {M G : Matrix (Fin 3) (Fin 3) ℝ} (hG : IsPositive G)
    (hM : Preserves M G) (hdet : M.det = 1) : (M - 1).det = 0 := by
  have hG0 : G.det ≠ 0 := by
    intro h
    obtain ⟨v, hv, h0⟩ := Matrix.exists_mulVec_eq_zero_iff.mpr h
    have hp := hG v hv
    rw [h0, dotProduct_zero] at hp
    exact lt_irrefl _ hp
  have key : Mᵀ * G * (M - 1) = -((M - 1)ᵀ * G) := by
    have hM' : Mᵀ * G * M = G := hM
    rw [Matrix.transpose_sub, Matrix.transpose_one, mul_sub, hM']
    noncomm_ring
  -- in odd dimension the determinant changes sign
  have hd := congrArg Matrix.det key
  rw [Matrix.det_mul, Matrix.det_mul, Matrix.det_neg, Matrix.det_mul,
    Matrix.det_transpose, Matrix.det_transpose, hdet, Fintype.card_fin] at hd
  have hz : (M - 1).det * G.det = 0 := by linear_combination hd / 2
  exact (mul_eq_zero.mp hz).resolve_right hG0
```

## Fixed plane indices are all parallel

For any $3\times3$ matrix and any two columns $a,b$,

$$M\big[(M^Ta)\times(M^Tb)\big]=(\det M)\,(a\times b).$$

This is a polynomial identity in the entries, checked component by component with `ring`.

```lean
/-- The cofactor rule: how a linear map acts on the cross product of two
transformed covectors. -/
theorem mulVec_cross (M : Matrix (Fin 3) (Fin 3) ℝ) (a b : Fin 3 → ℝ) :
    M *ᵥ ((Mᵀ *ᵥ a) ⨯₃ (Mᵀ *ᵥ b)) = M.det • (a ⨯₃ b) := by
  ext i
  fin_cases i <;>
    simp [cross_apply, Matrix.mulVec, dotProduct, Fin.sum_univ_three,
      Matrix.det_fin_three] <;> ring
```

If $p\times q=0$, then $p_iq_j=p_jq_i$ for all $i,j$. When $p\neq0$, choose $i$ with $p_i\neq0$; then $q_j=(q_i/p_i)\,p_j$ for every $j$, so $q$ is a multiple of $p$.

```lean
/-- If the cross product of `p` and `q` vanishes and `p` is nonzero, then `q` is a
multiple of `p`. -/
theorem parallel_of_cross {p q : Fin 3 → ℝ} (h : p ⨯₃ q = 0) (hp : p ≠ 0) :
    ∃ c : ℝ, q = c • p := by
  have e0 : p 1 * q 2 - p 2 * q 1 = 0 := by simpa [cross_apply] using congrFun h 0
  have e1 : p 2 * q 0 - p 0 * q 2 = 0 := by simpa [cross_apply] using congrFun h 1
  have e2 : p 0 * q 1 - p 1 * q 0 = 0 := by simpa [cross_apply] using congrFun h 2
  have key : ∀ i j, p i * q j = p j * q i := by
    intro i j
    fin_cases i <;> fin_cases j <;>
      simp only [Fin.zero_eta, Fin.mk_one, Fin.reduceFinMk, Fin.isValue] <;> linarith
  obtain ⟨i, hi⟩ := Function.ne_iff.mp hp
  have hi' : p i ≠ 0 := hi
  refine ⟨q i / p i, ?_⟩
  ext j
  rw [Pi.smul_apply, smul_eq_mul, div_mul_eq_mul_div, eq_div_iff hi']
  linarith [key i j]
```

Now let $M\neq1$ and suppose that $M^Ta=a$ and $M^Tb=b$, but $n=a\times b\neq0$. The cofactor identity gives $Mn=n$. For any $x$ put $y=Mx-x$. Then

$$a\cdot y=(M^Ta)\cdot x-a\cdot x=0,$$

and likewise $b\cdot y=0$. The expansion

$$n\times y=(a\cdot y)\,b-(b\cdot y)\,a=0$$

shows that $y=cn$ for some real $c$. Invariance of the metric gives

$$n\cdot Gx=n\cdot M^TGMx=(Mn)\cdot GMx=n\cdot GMx,$$

so $n\cdot Gy=0$ and $y\cdot Gy=c\,n\cdot Gy=0$. Positivity forces $y=0$. Every $x$ is then fixed and $M=1$, a contradiction.

The steps `ya`, `yb`, `triple`, `hpar` and `h3` follow this order. The last lines apply `hfix` to the basis vectors to recover the matrix equation $M=1$. The determinant condition alone would not be enough here: a shear has determinant one, yet its transpose fixes two independent columns.

```lean
/-- For a map other than the identity, of determinant one and preserving a positive
metric, any two covectors fixed by the transpose are parallel. -/
theorem fixed_covectors_parallel {M G : Matrix (Fin 3) (Fin 3) ℝ} (hG : IsPositive G)
    (hM : Preserves M G) (hdet : M.det = 1) (hne : M ≠ 1) {a b : Fin 3 → ℝ}
    (ha : Mᵀ *ᵥ a = a) (hb : Mᵀ *ᵥ b = b) : a ⨯₃ b = 0 := by
  by_contra hn
  apply hne
  have hMn := mulVec_cross M a b
  rw [ha, hb, hdet, one_smul] at hMn
  have hfix : ∀ x, M *ᵥ x = x := by
    intro x
    have ya : a ⬝ᵥ (M *ᵥ x - x) = 0 := by
      rw [dotProduct_sub, Matrix.dotProduct_mulVec, ← Matrix.mulVec_transpose, ha, sub_self]
    have yb : b ⬝ᵥ (M *ᵥ x - x) = 0 := by
      rw [dotProduct_sub, Matrix.dotProduct_mulVec, ← Matrix.mulVec_transpose, hb, sub_self]
    have triple : ∀ y : Fin 3 → ℝ,
        (a ⨯₃ b) ⨯₃ y = (a ⬝ᵥ y) • b - (b ⬝ᵥ y) • a := by
      intro y
      ext i
      fin_cases i <;> simp [cross_apply, dotProduct, Fin.sum_univ_three] <;> ring
    have hpar : (a ⨯₃ b) ⨯₃ (M *ᵥ x - x) = 0 := by
      rw [triple, ya, yb, zero_smul, zero_smul, sub_self]
    obtain ⟨c, hc⟩ := parallel_of_cross hpar hn
    -- the displacement is also orthogonal to the fixed direction
    generalize a ⨯₃ b = n at hMn hc
    have h1 : n ⬝ᵥ G *ᵥ (M *ᵥ x) = n ⬝ᵥ G *ᵥ x := by
      have hM' : Mᵀ * G * M = G := hM
      have h2 : n ⬝ᵥ (Mᵀ * G * M) *ᵥ x = (M *ᵥ n) ⬝ᵥ G *ᵥ (M *ᵥ x) := by
        rw [← Matrix.mulVec_mulVec, ← Matrix.mulVec_mulVec,
          Matrix.dotProduct_mulVec n Mᵀ, Matrix.vecMul_transpose]
      rw [hM', hMn] at h2
      exact h2.symm
    have h3 : n ⬝ᵥ G *ᵥ (M *ᵥ x - x) = 0 := by
      rw [Matrix.mulVec_sub, dotProduct_sub, h1, sub_self]
    generalize hy : M *ᵥ x - x = y at hc h3
    have hy0 : y = 0 := by
      by_contra h0
      have hzero : y ⬝ᵥ G *ᵥ y = 0 := by
        calc y ⬝ᵥ G *ᵥ y = (c • n) ⬝ᵥ G *ᵥ y := by rw [← hc]
          _ = 0 := by rw [smul_dotProduct, h3, smul_zero]
      exact (hG y h0).ne' hzero
    exact sub_eq_zero.mp (hy.trans hy0)
  ext i j
  have h := congrFun (hfix (Pi.single j 1)) i
  simpa [Pi.single_apply, Matrix.one_apply] using h
```

## The axis and the indices determine the same direction

Two small facts carry integer statements over to the reals: a nonzero integer column stays nonzero, and the matrix product commutes with the change of number type.

```lean
theorem realVec_ne_zero {v : Fin 3 → ℤ} (hv : v ≠ 0) : realVec v ≠ 0 := by
  intro e
  apply hv
  ext i
  simpa [realVec] using congrFun e i

theorem realMat_mulVec (R : Matrix (Fin 3) (Fin 3) ℤ) (v : Fin 3 → ℤ) :
    realMat R *ᵥ realVec v = realVec (R *ᵥ v) := by
  ext i
  simp [realMat, realVec, Matrix.mulVec, dotProduct]
```

Let $u$ and $h$ be any nonzero integer columns with $Ru=u$ and $R^Th=h$. The metric turns the axis into a column fixed by the transpose,

$$R^TGu=R^TGRu=Gu,$$

and $Gu\neq0$ because $u^TGu>0$. Both $Gu$ and $h$ are fixed by $R^T$, so they are parallel and $h=c\,Gu$. Since $h\neq0$, also $c\neq0$. In the code `hGU` is the displayed equation and `hGU0` the statement $Gu\neq0$.

```lean
/-- Let an integer matrix `R ≠ 1` of determinant one preserve a positive metric `G`.
Any nonzero lattice vector `u` fixed by `R` and nonzero plane indices `h` fixed by the
transpose satisfy `h = c G u` with a nonzero real `c`. -/
theorem indices_parallel {R : Matrix (Fin 3) (Fin 3) ℤ} {G : Matrix (Fin 3) (Fin 3) ℝ}
    (hG : IsPositive G) (hR : Preserves (realMat R) G) (hdet : R.det = 1) (hne : R ≠ 1)
    {u h : Fin 3 → ℤ} (hu0 : u ≠ 0) (hh0 : h ≠ 0) (hu : R *ᵥ u = u) (hh : Rᵀ *ᵥ h = h) :
    ∃ c : ℝ, c ≠ 0 ∧ realVec h = c • (G *ᵥ realVec u) := by
  have hd : (realMat R).det = 1 := by
    have e : (realMat R).det = (R.det : ℝ) := by simp [realMat, Matrix.det_fin_three]
    rw [e, hdet, Int.cast_one]
  have hn : realMat R ≠ 1 := by
    intro e
    apply hne
    ext i j
    have hij' := congrFun (congrFun e i) j
    by_cases hij : i = j <;> simp [realMat, Matrix.one_apply, hij] at hij' ⊢ <;>
      exact hij'
  have hU : realMat R *ᵥ realVec u = realVec u := by rw [realMat_mulVec, hu]
  have hH : (realMat R)ᵀ *ᵥ realVec h = realVec h := by
    have e := realMat_mulVec Rᵀ h
    rw [hh] at e
    exact e
  -- the metric turns the fixed direction into a fixed covector
  have hGU : (realMat R)ᵀ *ᵥ (G *ᵥ realVec u) = G *ᵥ realVec u := by
    have hR' : (realMat R)ᵀ * G * realMat R = G := hR
    have e := congrArg (fun A => A *ᵥ realVec u) hR'
    simp only [← Matrix.mulVec_mulVec, hU] at e
    exact e
  have hGU0 : G *ᵥ realVec u ≠ 0 := by
    intro h0
    have hp := hG _ (realVec_ne_zero hu0)
    rw [h0, dotProduct_zero] at hp
    exact lt_irrefl _ hp
  obtain ⟨c, hc⟩ := parallel_of_cross (fixed_covectors_parallel hG hR hd hn hGU hH) hGU0
  refine ⟨c, ?_, hc⟩
  rintro rfl
  exact realVec_ne_zero hh0 (by rw [hc, zero_smul])
```

It remains to find such a pair. The determinant of $R-1$ is an integer that vanishes as a real number, so it is zero. A singular integer matrix has a nonzero rational null vector, and clearing denominators makes it an integer one. Applied to $R-1$ and to its transpose, this yields $u$ and $h$.

```lean
/-- An integer matrix `R ≠ 1` of determinant one that preserves a positive metric `G`
fixes a nonzero lattice vector `u`, its transpose fixes nonzero integer plane indices `h`,
and `h` is a nonzero real multiple of `G u`. -/
theorem exists_axis_and_plane {R : Matrix (Fin 3) (Fin 3) ℤ}
    {G : Matrix (Fin 3) (Fin 3) ℝ} (hG : IsPositive G) (hR : Preserves (realMat R) G)
    (hdet : R.det = 1) (hne : R ≠ 1) :
    ∃ u h : Fin 3 → ℤ, u ≠ 0 ∧ h ≠ 0 ∧ R *ᵥ u = u ∧ Rᵀ *ᵥ h = h ∧
      ∃ c : ℝ, c ≠ 0 ∧ realVec h = c • (G *ᵥ realVec u) := by
  have hd : (realMat R).det = 1 := by
    have e : (realMat R).det = (R.det : ℝ) := by simp [realMat, Matrix.det_fin_three]
    rw [e, hdet, Int.cast_one]
  have hz : (R - 1).det = 0 := by
    have e : ((R - 1).det : ℝ) = (realMat R - 1).det := by
      simp [realMat, Matrix.det_fin_three]
    rw [det_sub_one_eq_zero hG hR hd] at e
    exact_mod_cast e
  -- singular integer matrices have integer kernel vectors
  obtain ⟨u, hu0, hu⟩ := Matrix.exists_mulVec_eq_zero_iff.mpr hz
  obtain ⟨h, hh0, hh⟩ := Matrix.exists_mulVec_eq_zero_iff.mpr
    ((Matrix.det_transpose (R - 1)).trans hz)
  rw [Matrix.sub_mulVec, Matrix.one_mulVec, sub_eq_zero] at hu
  rw [Matrix.transpose_sub, Matrix.transpose_one, Matrix.sub_mulVec, Matrix.one_mulVec,
    sub_eq_zero] at hh
  exact ⟨u, h, hu0, hh0, hu, hh, indices_parallel hG hR hdet hne hu0 hh0 hu hh⟩
```

The theorem does not say that $u$ and $h$ are free of common factors, nor does it restrict the order of the rotation. Improper operations are excluded by $\det R=1$; the inversion $-1$ preserves every metric and fixes no nonzero vector.

## The plane perpendicular to the axis

Because $h\cdot x=c\,(Gu)\cdot x$ with $c\neq0$, the condition $h\cdot x=0$ is equivalent to $x\cdot Gu=0$. For a symmetric metric this says that the plane through the origin with indices $h$ consists exactly of the vectors perpendicular to the axis.

```lean
/-- If `h = c G u` with `c` nonzero, the plane with indices `h` through the origin consists
of exactly the vectors `x` with `x · G u = 0`. -/
theorem plane_perpendicular_to_axis {G : Matrix (Fin 3) (Fin 3) ℝ} {u h : Fin 3 → ℤ}
    {c : ℝ} (hc : c ≠ 0) (hh : realVec h = c • (G *ᵥ realVec u)) (x : Fin 3 → ℝ) :
    realVec h ⬝ᵥ x = 0 ↔ x ⬝ᵥ G *ᵥ realVec u = 0 := by
  rw [hh, smul_dotProduct, smul_eq_mul, dotProduct_comm x, mul_eq_zero]
  exact or_iff_right hc
```

## A twofold axis in the hexagonal cell

Let the cell edges have lengths $a,a,c$, with $120^\circ$ between the first two and the third perpendicular to both; here $c$ is a length and no longer the factor above. The off-diagonal entry of the metric is $a^2\cos120^\circ=-a^2/2$.

```lean
/-- The metric of a hexagonal cell with edges `a`, `a`, `c` and an angle of 120 degrees
between the first two. -/
noncomputable def hexMetric (a c : ℝ) : Matrix (Fin 3) (Fin 3) ℝ :=
  !![a ^ 2, -a ^ 2 / 2, 0; -a ^ 2 / 2, a ^ 2, 0; 0, 0, c ^ 2]
```

The twofold rotation about $\mathbf a_0$ sends $\mathbf a_0\to\mathbf a_0$, $\mathbf a_1\to-\mathbf a_0-\mathbf a_1$ and $\mathbf a_2\to-\mathbf a_2$. These images are the columns of the matrix.

```lean
/-- A twofold rotation of the hexagonal cell, in lattice coordinates. -/
def twofold : Matrix (Fin 3) (Fin 3) ℤ := !![1, -1, 0; 0, -1, 0; 0, 0, -1]
```

To find the axis, solve $(R-1)u=0$: the rows give $u_1=0$ and $u_2=0$, hence $u=[1\,0\,0]$. For the plane indices, $(R^T-1)h=0$ gives $-h_0-2h_1=0$ and $h_2=0$, hence $h=(2\,{-1}\,0)$. The metric connects them:

$$Gu=(a^2,-a^2/2,0)=\tfrac{a^2}{2}\,(2,-1,0),$$

so the factor is $2/a^2$. The indices of the perpendicular plane thus differ from those of the axis.

Positivity follows by completing the square,

$$x^TGx=a^2\left(x_0-\tfrac{x_1}{2}\right)^2+\tfrac34a^2x_1^2+c^2x_2^2 ,$$

which vanishes only at $x=0$ when $a$ and $c$ are nonzero. The remaining claims are checked by direct computation.

```lean
/-- For nonzero cell edges the hexagonal metric is symmetric and positive, and the twofold
rotation preserves it, has determinant one and is not the identity. It fixes the direction
`[1 0 0]`, and its transpose fixes the plane indices `(2 -1 0)`. -/
theorem hexagonal_witness {a c : ℝ} (ha : a ≠ 0) (hc : c ≠ 0) :
    (hexMetric a c)ᵀ = hexMetric a c ∧ IsPositive (hexMetric a c) ∧
      Preserves (realMat twofold) (hexMetric a c) ∧ twofold.det = 1 ∧ twofold ≠ 1 ∧
      twofold *ᵥ ![1, 0, 0] = ![1, 0, 0] ∧ twofoldᵀ *ᵥ ![2, -1, 0] = ![2, -1, 0] := by
  refine ⟨?_, ?_, ?_, ?_, ?_, ?_, ?_⟩
  · ext i j
    fin_cases i <;> fin_cases j <;> simp [hexMetric]
  · intro x hx
    -- complete the square in the hexagonal plane
    have e : x ⬝ᵥ hexMetric a c *ᵥ x =
        (a * (x 0 - x 1 / 2)) ^ 2 + 3 / 4 * (a * x 1) ^ 2 + (c * x 2) ^ 2 := by
      simp [hexMetric, Matrix.mulVec, dotProduct, Fin.sum_univ_three]
      ring
    rw [e]
    by_contra hle
    have p0 := sq_nonneg (a * (x 0 - x 1 / 2))
    have p1 := sq_nonneg (a * x 1)
    have p2 := sq_nonneg (c * x 2)
    have q0 : (a * (x 0 - x 1 / 2)) ^ 2 = 0 := by linarith
    have q1 : (a * x 1) ^ 2 = 0 := by linarith
    have q2 : (c * x 2) ^ 2 = 0 := by linarith
    have r0 := (mul_eq_zero.mp (pow_eq_zero_iff two_ne_zero |>.mp q0)).resolve_left ha
    have r1 := (mul_eq_zero.mp (pow_eq_zero_iff two_ne_zero |>.mp q1)).resolve_left ha
    have r2 := (mul_eq_zero.mp (pow_eq_zero_iff two_ne_zero |>.mp q2)).resolve_left hc
    have r0' : x 0 = 0 := by linarith
    apply hx
    ext i
    fin_cases i
    · exact r0'
    · exact r1
    · exact r2
  · unfold Preserves
    ext i j
    fin_cases i <;> fin_cases j <;>
      simp [realMat, twofold, hexMetric, Matrix.mul_apply, Fin.sum_univ_three] <;> ring
  · simp [twofold, Matrix.det_fin_three]
  · intro h
    have h11 := congrFun (congrFun h 1) 1
    simp [twofold] at h11
  · decide
  · decide

end CrystalRotationAxis
```

```lean
#print axioms CrystalRotationAxis.exists_axis_and_plane
-- 'CrystalRotationAxis.exists_axis_and_plane' depends on axioms: [propext, Classical.choice, Quot.sound]
#print axioms CrystalRotationAxis.plane_perpendicular_to_axis
-- 'CrystalRotationAxis.plane_perpendicular_to_axis' depends on axioms: [propext, Classical.choice, Quot.sound]
```

## Fixed indices in a structure-factor calculation

In an ideal periodic crystal whose density, as a function of the lattice coordinates $x$, obeys $\rho(Rx+t)=\rho(x)$, the structure factor at integer indices $h$, here divided by the cell volume, is $F(h)=\int\rho(x)\,e^{2\pi i h\cdot x}\,dx$ over one cell. It satisfies

$$F(h)=e^{2\pi i h\cdot t}\,F(R^Th),$$

by the substitution $x\to Rx+t$. This Fourier relation is not part of the Lean development. When $R^Th=h$, it forces $F(h)=0$ unless $h\cdot t$ is an integer. For a twofold screw axis along the third edge of an orthorhombic cell, $R=\mathrm{diag}(-1,-1,1)$ and $t=(0,0,\tfrac12)$. The fixed indices are $(0\,0\,l)$, the phase is $(-1)^l$, and so $F(0\,0\,l)=0$ for every odd $l$.
